# The quadratic zero-field Hamiltonian of spin 5/2 has a squared cubic as its characteristic polynomial

## Can two doublets of a rhombic spin 5/2 meet?

In the quadratic zero-field model, the six spin states of a high-spin $d^5$ ion such as Fe(III) are split by

$$H = D\left(S_z^2-\tfrac{35}{12}\right)+E\,(S_x^2-S_y^2),$$

and I have seen it stated that the characteristic polynomial is

$$\left(x^3-\tfrac{28}{3}(D^2+3E^2)\,x-\tfrac{160}{27}D(D^2-9E^2)\right)^2 .$$

At $E=0$ I can read the levels off the diagonal: $10D/3$, $-2D/3$ and $-8D/3$. With $E\neq0$ I only know how to diagonalise numerically. Where does the cubic come from, can its roots be written down for any $E/D$, and could two of the doublets cross at some rhombicity?

## Three cosines, distinct unless D = E = 0

The polynomial is right for all real $D$ and $E$. With $R=\sqrt{D^2+3E^2}$, its roots are

$$\tfrac{4\sqrt7}{3}\,R\cos\varphi,\qquad \varphi=\theta,\ \theta+\tfrac{2\pi}{3},\ \theta-\tfrac{2\pi}{3},$$

where $\theta$ is any angle with

$$7\sqrt7\,R^3\cos3\theta=10\,D(D^2-9E^2).$$

Such an angle always exists. The doublets of this $H$ never cross: the three values are distinct unless $D=E=0$.

### From six states to two equal blocks

Let $S_\pm=S_x\pm iS_y$. Then $S_x^2$ and $-S_y^2$ each contribute $\tfrac14(S_+^2+S_-^2)$, while the mixed products $S_+S_-$ and $S_-S_+$ cancel in the difference:

$$S_x^2-S_y^2=\tfrac12(S_+^2+S_-^2).$$

So $E$ couples only states whose $m$ differs by 2. The states $m=\tfrac52,\tfrac12,-\tfrac32$ form one closed set and $m=-\tfrac52,-\tfrac12,\tfrac32$ the other. The matrix elements of $S_+$ are $\sqrt5,\sqrt8,3,\sqrt8,\sqrt5$, so both sets, in the order given, have the block

$$\begin{pmatrix}\tfrac{10}{3}D&\sqrt{10}\,E&0\\ \sqrt{10}\,E&-\tfrac83D&3\sqrt2\,E\\ 0&3\sqrt2\,E&-\tfrac23D\end{pmatrix}.$$

Its characteristic polynomial is

$$\left(x-\tfrac{10}{3}D\right)\left[\left(x+\tfrac83D\right)\left(x+\tfrac23D\right)-18E^2\right]-10E^2\left(x+\tfrac23D\right).$$

The terms without $E$ give $x^3-\tfrac{28}{3}D^2x-\tfrac{160}{27}D^3$. The others give $-28E^2x+\tfrac{160}{3}DE^2$. Their sum is the cubic, and two equal blocks square it.

### Solving the cubic

Put $A=\tfrac{4\sqrt7}{3}R$, so that $A^2=\tfrac{112}{9}R^2$. Write $c=\cos\theta$, and let $u,v$ be the cosines of $\theta\pm\tfrac{2\pi}{3}$. The addition formulas give $u+v=-c$ and $uv=c^2-\tfrac34$. Hence

$$c+u+v=0,\qquad cu+uv+vc=-\tfrac34,\qquad cuv=c^3-\tfrac34c=\tfrac14\cos3\theta .$$

Multiplying by $A$, $A^2$ and $A^3$ respectively, the levels have sum $0$, sum of pairwise products $-\tfrac{28}{3}R^2$, and product

$$\tfrac{112\sqrt7}{27}R^3\cos3\theta=\tfrac{160}{27}D(D^2-9E^2)$$

by the angle condition. These are the values that the cubic requires.

The angle exists if the right side of its condition is no larger in size than $7\sqrt7R^3$. This follows from

$$343R^6-100D^2(D^2-9E^2)^2=243R^6+2700E^2(D^2-E^2)^2\ge0.$$

For the crossing question, take the discriminant, the squared product of the level differences:

$$4\left(\tfrac{28}{3}R^2\right)^3-27\left(\tfrac{160}{27}D(D^2-9E^2)\right)^2=2304R^6+25600E^2(D^2-E^2)^2 .$$

It is positive whenever $R\neq0$, so no two levels coincide.

### D = 3 and E = 1

In any energy unit, $R^2=12$ and $D^2-9E^2=0$. The cubic is $x^3-112x$, with roots $0$ and $\pm4\sqrt7\approx\pm10.58$. The angle condition reads $\cos3\theta=0$, so $\theta=\pi/6$ will do. The cosines are then $\tfrac{\sqrt3}{2}$, $-\tfrac{\sqrt3}{2}$ and $0$, and the prefactor is $\tfrac{4\sqrt7}{3}\sqrt{12}$, which gives the same three numbers. At $E=0$ the levels would be $10,-2,-8$.

### What the Lean theorems say

Spin is measured in units of $\hbar$. `Sp`, `Sm`, `Sz`, `Sx` and `Sy` are explicit complex $6\times6$ matrices, with indices 0 to 5 standing for $m=\tfrac52$ down to $-\tfrac52$. `hamiltonian D E` is the operator above, for real `D` and `E` of either sign and with no limit on $E/D$. The constant $35/12$ is $S(S+1)/3$, which makes the axial term traceless.

- `hamiltonian_charpoly` is the squared cubic, as an identity of complex polynomials.
- `IsRhombicAngle D E θ` is the angle condition, written without division so that it also makes sense at $D=E=0$. `exists_rhombicAngle` supplies an angle for every `D` and `E`.
- `level D E φ` is defined for every angle; it is an energy of $H$ when `φ` is one of the three angles above. `kramers_doublets` factorises the characteristic polynomial with these three levels, each factor squared.
- `doublets_distinct` says that the three levels differ pairwise if `D ≠ 0 ∨ E ≠ 0`. At $D=E=0$ all six states have energy zero.

The name `kramers_doublets` refers to the physical doublets, but time reversal is not used: the pairing comes from the two equal blocks, and the theorem gives multiplicities of roots. Since $H$ is Hermitian, these are also the numbers of independent eigenstates. Nothing is said about which level is lowest.

The step left to physics is that a real ion's sextet is described by this $H$ alone. Spin 5/2 also admits fourth-order terms, which are absent here, as is the magnetic field. Within that quadratic, zero-field model, the formulas give reference energies for an EPR simulation program at any rhombicity.

```lean
import Mathlib

open Matrix Polynomial

namespace RhombicSpinFiveHalves

noncomputable section

/-- The raising operator of spin 5/2 in the basis m = 5/2, 3/2, 1/2, -1/2, -3/2, -5/2. -/
def Sp : Matrix (Fin 6) (Fin 6) ℂ :=
  !![0, ((√5 : ℝ) : ℂ), 0, 0, 0, 0;
     0, 0, ((√8 : ℝ) : ℂ), 0, 0, 0;
     0, 0, 0, 3, 0, 0;
     0, 0, 0, 0, ((√8 : ℝ) : ℂ), 0;
     0, 0, 0, 0, 0, ((√5 : ℝ) : ℂ);
     0, 0, 0, 0, 0, 0]

/-- The lowering operator, the transpose of the real matrix of the raising operator. -/
def Sm : Matrix (Fin 6) (Fin 6) ℂ := Spᵀ

/-- The spin component along z, diagonal with entries m. -/
def Sz : Matrix (Fin 6) (Fin 6) ℂ :=
  Matrix.diagonal ![5/2, 3/2, 1/2, -1/2, -3/2, -5/2]

/-- The spin component along x. -/
def Sx : Matrix (Fin 6) (Fin 6) ℂ := (1/2 : ℂ) • (Sp + Sm)

/-- The spin component along y. -/
def Sy : Matrix (Fin 6) (Fin 6) ℂ := (-(Complex.I/2)) • (Sp - Sm)

/-- The zero-field splitting Hamiltonian with axial parameter D and rhombic parameter E. -/
def hamiltonian (D E : ℝ) : Matrix (Fin 6) (Fin 6) ℂ :=
  (D : ℂ) • (Sz * Sz - (35/12 : ℂ) • 1) + (E : ℂ) • (Sx * Sx - Sy * Sy)

/-- The 3×3 matrix of the Hamiltonian on the states m = 5/2, 1/2, -3/2. -/
def doubletBlock (D E : ℝ) : Matrix (Fin 3) (Fin 3) ℂ :=
  !![10/3 * (D : ℂ), ((√5 : ℝ) : ℂ) * ((√8 : ℝ) : ℂ) / 2 * E, 0;
     ((√5 : ℝ) : ℂ) * ((√8 : ℝ) : ℂ) / 2 * E, -(8/3) * (D : ℂ), 3 * ((√8 : ℝ) : ℂ) / 2 * E;
     0, 3 * ((√8 : ℝ) : ℂ) / 2 * E, -(2/3) * (D : ℂ)]

/-- The basis regrouped as m = 5/2, 1/2, -3/2 followed by m = -5/2, -1/2, 3/2. -/
def regroup : Fin 3 ⊕ Fin 3 ≃ Fin 6 where
  toFun := Sum.elim ![0, 2, 4] ![5, 3, 1]
  invFun := ![Sum.inl 0, Sum.inr 2, Sum.inl 1, Sum.inr 1, Sum.inl 2, Sum.inr 0]
  left_inv := by rintro (i | i) <;> fin_cases i <;> rfl
  right_inv := by intro i; fin_cases i <;> rfl

/-- The real number (4√7/3) √(D² + 3E²) cos φ, for an arbitrary angle φ. -/
def level (D E φ : ℝ) : ℝ := 4 * √7 / 3 * √(D^2 + 3 * E^2) * Real.cos φ

/-- The angle condition on θ: 7√7 R³ cos 3θ = 10 D (D² - 9E²), where R = √(D² + 3E²). -/
def IsRhombicAngle (D E θ : ℝ) : Prop :=
  7 * √7 * (√(D^2 + 3 * E^2))^3 * Real.cos (3 * θ) = 10 * D * (D^2 - 9 * E^2)

lemma sqrt_five_sq : ((√5 : ℝ) : ℂ) * ((√5 : ℝ) : ℂ) = 5 := by
  exact_mod_cast Real.mul_self_sqrt (show (0 : ℝ) ≤ 5 by norm_num)

lemma sqrt_eight_sq : ((√8 : ℝ) : ℂ) * ((√8 : ℝ) : ℂ) = 8 := by
  exact_mod_cast Real.mul_self_sqrt (show (0 : ℝ) ≤ 8 by norm_num)

/-- The three matrices obey the angular momentum relation [Sx, Sy] = i Sz. -/
theorem spin_commutator : Sx * Sy - Sy * Sx = Complex.I • Sz := by
  -- the ladder operators satisfy [S₊, S₋] = 2 Sz
  have h : Sp * Sm - Sm * Sp = (2 : ℂ) • Sz := by
    ext i j
    simp only [Matrix.sub_apply, Matrix.mul_apply, Fin.sum_univ_six]
    fin_cases i <;> fin_cases j <;>
      simp [Sp, Sm, Sz, Matrix.transpose_apply, sqrt_five_sq, sqrt_eight_sq] <;>
      norm_num
  have e : Sx * Sy - Sy * Sx = (Complex.I/2) • (Sp * Sm - Sm * Sp) := by
    simp only [Sx, Sy, smul_mul_smul_comm, add_mul, mul_add, sub_mul, mul_sub]
    module
  rw [e, h]
  module

/-- The rhombic term changes m by two units: Sx² - Sy² = (S₊² + S₋²)/2. -/
theorem rhombic_term : Sx * Sx - Sy * Sy = (1/2 : ℂ) • (Sp * Sp + Sm * Sm) := by
  have h : (-(Complex.I/2)) * (-(Complex.I/2)) = -(1/4 : ℂ) := by
    linear_combination (1/4 : ℂ) * Complex.I_mul_I
  simp only [Sx, Sy, smul_mul_smul_comm, h, add_mul, mul_add, sub_mul, mul_sub]
  module

/-- In the regrouped basis the Hamiltonian consists of two identical 3×3 blocks. -/
theorem hamiltonian_blocks (D E : ℝ) :
    (hamiltonian D E).submatrix regroup regroup =
      Matrix.fromBlocks (doubletBlock D E) 0 0 (doubletBlock D E) := by
  rw [hamiltonian, rhombic_term, Sz, Matrix.diagonal_mul_diagonal]
  ext (i | i) (j | j) <;> fin_cases i <;> fin_cases j <;>
    simp [regroup, doubletBlock, Sp, Sm, Matrix.mul_apply, Fin.sum_univ_six] <;> ring

/-- The characteristic polynomial of the rhombic spin-5/2 Hamiltonian is the square of a cubic. -/
theorem hamiltonian_charpoly (D E : ℝ) :
    (hamiltonian D E).charpoly =
      (X^3 - C (28/3 * ((D : ℂ)^2 + 3 * (E : ℂ)^2)) * X
        - C (160/27 * (D : ℂ) * ((D : ℂ)^2 - 9 * (E : ℂ)^2)))^2 := by
  have h := Matrix.charpoly_reindex regroup.symm (hamiltonian D E)
  rw [Matrix.reindex_apply, Equiv.symm_symm, hamiltonian_blocks,
    Matrix.charpoly_fromBlocks_zero₁₂] at h
  rw [← h, ← sq]
  congr 1
  -- compare the two cubics at every point x
  apply Polynomial.funext
  intro x
  rw [Matrix.eval_charpoly, Matrix.det_fin_three]
  simp only [eval_sub, eval_pow, eval_X, eval_mul, eval_C]
  simp [doubletBlock, Matrix.scalar_apply]
  linear_combination
    (-(x - 10/3 * (D : ℂ)) * (9/4) * (E : ℂ)^2 - (x + 2/3 * (D : ℂ)) * (5/4) * (E : ℂ)^2)
      * sqrt_eight_sq
    - (x + 2/3 * (D : ℂ)) * (E : ℂ)^2 / 4 * ((√8 : ℝ) : ℂ)^2 * sqrt_five_sq

/-- For all real D and E there is an angle θ that satisfies the angle condition. -/
theorem exists_rhombicAngle (D E : ℝ) : ∃ θ, IsRhombicAngle D E θ := by
  unfold IsRhombicAngle
  have hR : (√(D^2 + 3 * E^2))^2 = D^2 + 3 * E^2 := Real.sq_sqrt (by positivity)
  have hw : (√7 : ℝ)^2 = 7 := Real.sq_sqrt (by norm_num)
  have hK0 : 0 ≤ 7 * √7 * (√(D^2 + 3 * E^2))^3 := by positivity
  have hK : (7 * √7 * (√(D^2 + 3 * E^2))^3)^2 = 343 * (D^2 + 3 * E^2)^3 := by
    calc _ = 49 * (√7)^2 * ((√(D^2 + 3 * E^2))^2)^3 := by ring
      _ = _ := by rw [hR, hw]; ring
  generalize 7 * √7 * (√(D^2 + 3 * E^2))^3 = K at hK0 hK ⊢
  have hN : (10 * D * (D^2 - 9 * E^2))^2 ≤ K^2 := by
    have h1 : 0 ≤ (D^2 + 3 * E^2)^3 := by positivity
    have h2 : 0 ≤ E^2 * (D^2 - E^2)^2 := by positivity
    rw [hK]
    linarith [show 343 * (D^2 + 3 * E^2)^3 - (10 * D * (D^2 - 9 * E^2))^2 =
      243 * (D^2 + 3 * E^2)^3 + 2700 * (E^2 * (D^2 - E^2)^2) by ring]
  obtain ⟨hl, hu⟩ := abs_le_of_sq_le_sq' hN hK0
  rcases hK0.eq_or_lt with h0 | hpos
  · exact ⟨0, by rw [← h0] at hl hu ⊢; linarith⟩
  · refine ⟨Real.arccos (10 * D * (D^2 - 9 * E^2) / K) / 3, ?_⟩
    rw [mul_div_cancel₀ _ (by norm_num : (3 : ℝ) ≠ 0), Real.cos_arccos]
    · field_simp
    · rw [le_div_iff₀ hpos]; linarith
    · rw [div_le_iff₀ hpos]; linarith

/-- For an angle θ that satisfies the angle condition, the levels at θ, θ + 2π/3 and θ - 2π/3
have the sum, the sum of pairwise products and the product required by the cubic. -/
theorem level_relations {D E θ : ℝ} (hθ : IsRhombicAngle D E θ) :
    let a := level D E θ
    let b := level D E (θ + 2 * Real.pi / 3)
    let c := level D E (θ - 2 * Real.pi / 3)
    a + b + c = 0 ∧ a * b + b * c + c * a = -(28/3 * (D^2 + 3 * E^2)) ∧
      a * b * c = 160/27 * D * (D^2 - 9 * E^2) := by
  have hp : 2 * Real.pi / 3 = Real.pi - Real.pi / 3 := by ring
  have hc : Real.cos (2 * Real.pi / 3) = -(1/2) := by
    rw [hp, Real.cos_pi_sub, Real.cos_pi_div_three]
  have hs : Real.sin (2 * Real.pi / 3) = √3 / 2 := by
    rw [hp, Real.sin_pi_sub, Real.sin_pi_div_three]
  have h3 : (√3 : ℝ)^2 = 3 := Real.sq_sqrt (by norm_num)
  have hw : (√7 : ℝ)^2 = 7 := Real.sq_sqrt (by norm_num)
  have hR : (√(D^2 + 3 * E^2))^2 = D^2 + 3 * E^2 := Real.sq_sqrt (by positivity)
  have hsum : Real.cos (θ + 2 * Real.pi / 3) + Real.cos (θ - 2 * Real.pi / 3)
      = -Real.cos θ := by
    rw [Real.cos_add, Real.cos_sub, hc, hs]; ring
  have hprod : Real.cos (θ + 2 * Real.pi / 3) * Real.cos (θ - 2 * Real.pi / 3)
      = Real.cos θ^2 - 3/4 := by
    rw [Real.cos_add, Real.cos_sub, hc, hs]
    linear_combination (-(Real.sin θ^2) / 4) * h3 - 3/4 * Real.sin_sq_add_cos_sq θ
  unfold IsRhombicAngle at hθ
  rw [Real.cos_three_mul] at hθ
  simp only [level]
  generalize Real.cos (θ + 2 * Real.pi / 3) = u at *
  generalize Real.cos (θ - 2 * Real.pi / 3) = v at *
  generalize Real.cos θ = x at *
  generalize √(D^2 + 3 * E^2) = R at *
  generalize (√7 : ℝ) = w at *
  have hA : (4 * w / 3 * R)^2 = 112/9 * (D^2 + 3 * E^2) := by
    linear_combination 16/9 * R^2 * hw + 112/9 * hR
  refine ⟨?_, ?_, ?_⟩
  · linear_combination (4 * w / 3 * R) * hsum
  · linear_combination (4 * w / 3 * R)^2 * x * hsum + (4 * w / 3 * R)^2 * hprod - 3/4 * hA
  · linear_combination (4 * w / 3 * R)^3 * x * hprod + 16/27 * hθ
      + 64/27 * w * R^3 * x * (x^2 - 3/4) * hw

/-- For an angle θ that satisfies the angle condition, the characteristic polynomial has the
levels at θ, θ + 2π/3 and θ - 2π/3 as its roots, each entering squared. -/
theorem kramers_doublets {D E θ : ℝ} (hθ : IsRhombicAngle D E θ) :
    (hamiltonian D E).charpoly =
      ((X - C (level D E θ : ℂ)) * (X - C (level D E (θ + 2 * Real.pi / 3) : ℂ))
        * (X - C (level D E (θ - 2 * Real.pi / 3) : ℂ)))^2 := by
  obtain ⟨h1, h2, h3⟩ := level_relations hθ
  generalize level D E θ = a at *
  generalize level D E (θ + 2 * Real.pi / 3) = b at *
  generalize level D E (θ - 2 * Real.pi / 3) = c at *
  have k1 := congrArg (fun r : ℝ => (r : ℂ)) h1
  have k2 := congrArg (fun r : ℝ => (r : ℂ)) h2
  have k3 := congrArg (fun r : ℝ => (r : ℂ)) h3
  push_cast at k1 k2 k3
  rw [hamiltonian_charpoly]
  congr 1
  apply Polynomial.funext
  intro x
  simp only [eval_sub, eval_pow, eval_X, eval_mul, eval_C]
  linear_combination x^2 * k1 - x * k2 + k3

/-- If D and E are not both zero and θ satisfies the angle condition, the three levels are
pairwise distinct. -/
theorem doublets_distinct {D E θ : ℝ} (hθ : IsRhombicAngle D E θ) (h : D ≠ 0 ∨ E ≠ 0) :
    level D E θ ≠ level D E (θ + 2 * Real.pi / 3) ∧
    level D E (θ + 2 * Real.pi / 3) ≠ level D E (θ - 2 * Real.pi / 3) ∧
    level D E (θ - 2 * Real.pi / 3) ≠ level D E θ := by
  obtain ⟨h1, h2, h3⟩ := level_relations hθ
  generalize level D E θ = a at *
  generalize level D E (θ + 2 * Real.pi / 3) = b at *
  generalize level D E (θ - 2 * Real.pi / 3) = c at *
  -- the discriminant of the cubic, first in the levels and then in D and E
  have hd : ((a - b) * (b - c) * (c - a))^2 =
      2304 * (D^2 + 3 * E^2)^3 + 25600 * (E^2 * (D^2 - E^2)^2) := by
    have e : ((a - b) * (b - c) * (c - a))^2 =
        -4 * (a * b + b * c + c * a)^3 - 27 * (a * b * c)^2 := by
      have hc : c = -a - b := by linarith
      rw [hc]; ring
    rw [e, h2, h3]; ring
  have hr : 0 < D^2 + 3 * E^2 := by
    rcases h with h | h <;> positivity
  have hpos : 0 < ((a - b) * (b - c) * (c - a))^2 := by
    rw [hd]; positivity
  refine ⟨?_, ?_, ?_⟩ <;> intro heq <;> simp [heq] at hpos

end

end RhombicSpinFiveHalves
```

```lean
#print axioms RhombicSpinFiveHalves.hamiltonian_charpoly
#print axioms RhombicSpinFiveHalves.exists_rhombicAngle
#print axioms RhombicSpinFiveHalves.kramers_doublets
#print axioms RhombicSpinFiveHalves.doublets_distinct
```

```
'RhombicSpinFiveHalves.hamiltonian_charpoly' depends on axioms: [propext, Classical.choice, Quot.sound]
'RhombicSpinFiveHalves.exists_rhombicAngle' depends on axioms: [propext, Classical.choice, Quot.sound]
'RhombicSpinFiveHalves.kramers_doublets' depends on axioms: [propext, Classical.choice, Quot.sound]
'RhombicSpinFiveHalves.doublets_distinct' depends on axioms: [propext, Classical.choice, Quot.sound]
```

### The steps in the Lean proof

`spin_commutator` confirms that the matrices satisfy $[S_x,S_y]=iS_z$. It checks $[S_+,S_-]=2S_z$ entry by entry, using `sqrt_five_sq` and `sqrt_eight_sq` for the squared roots, and then expands $S_x$ and $S_y$. The later theorems do not depend on it; it ties the matrices to angular momentum.

`rhombic_term` is the ladder form of $S_x^2-S_y^2$. The bijection `regroup` reorders the basis into the two closed sets, and `hamiltonian_blocks` compares all entries with two copies of `doubletBlock`.

In `hamiltonian_charpoly`, reordering the basis leaves the characteristic polynomial unchanged, and the block form turns it into a product of two equal factors. `Polynomial.funext` reduces the remaining identity of cubics to equality at every `x`. There the $3\times3$ determinant is expanded, and `linear_combination` replaces the squares of $\sqrt5$ and $\sqrt8$ by 5 and 8.

`exists_rhombicAngle` writes `K` for $7\sqrt7R^3$ and proves the bound through the identity for $343R^6$ above. If `K` is zero, it takes $\theta=0$; otherwise, it takes one third of an arccosine.

`level_relations` establishes the sum and product of the two shifted cosines as `hsum` and `hprod`, rewrites $\cos3\theta$ with the triple-angle formula, and derives the three relations between the levels. `kramers_doublets` inserts these relations into the expanded product, again comparing values at every `x`.

`doublets_distinct` writes the discriminant first in the levels, using that their sum is zero, and then in `D` and `E`. Its positivity rules out each of the three possible coincidences, since any one of them would make the discriminant zero.
